# Relative variance of the average of M independent signs for finitely many real weights with positive sum

In a quantum Monte Carlo simulation of fermions or frustrated quantum spins, some configurations can carry negative weights, which cannot serve as probabilities, so one may draw configurations by absolute weight and average their signs separately. The Lean file below computes how noisy that average is for finitely many configurations and independent draws.

```lean
import Mathlib

open Finset

namespace MonteCarloSignProblem

noncomputable section

variable {ι : Type*} [Fintype ι]

/-- The partition sum `Z` of signed weights. -/
def partitionSum (w : ι → ℝ) : ℝ := ∑ i, w i

/-- The partition sum `Z'` of the absolute weights. -/
def absPartitionSum (w : ι → ℝ) : ℝ := ∑ i, |w i|

/-- The probability of drawing a configuration in proportion to its absolute weight. -/
def absProb (w : ι → ℝ) (i : ι) : ℝ := |w i| / absPartitionSum w

/-- The mean sign of the weights under sampling by absolute weight. -/
def meanSign (w : ι → ℝ) : ℝ := ∑ i, absProb w i * Real.sign (w i)

/-- The free-energy difference per particle between the signed and the absolute ensemble,
at inverse temperature `β` and particle number `N`. -/
def freeEnergyGap (β : ℝ) (N : ℕ) (w : ι → ℝ) : ℝ :=
  -Real.log (partitionSum w / absPartitionSum w) / (β * N)

/-- The expectation of `F` over `M` independent draws from the distribution `p`. -/
def sampleExpect (p : ι → ℝ) (M : ℕ) (F : (Fin M → ι) → ℝ) : ℝ :=
  ∑ x, (∏ k, p (x k)) * F x

/-- The arithmetic mean of the signs of `M` sampled configurations. -/
def signAverage (w : ι → ℝ) {M : ℕ} (x : Fin M → ι) : ℝ :=
  (∑ k, Real.sign (w (x k))) / M

/-- The variance of an estimator `A` built from `M` independent draws, divided by its
squared mean. -/
def relVariance (p : ι → ℝ) (M : ℕ) (A : (Fin M → ι) → ℝ) : ℝ :=
  sampleExpect p M (fun x => (A x - sampleExpect p M A) ^ 2) / (sampleExpect p M A) ^ 2

/-- The weights of `L` independent copies of a system: products of the single-copy weights. -/
def copies (w : ι → ℝ) (L : ℕ) (x : Fin L → ι) : ℝ := ∏ k, w (x k)

/-- The expectation of a quadratic polynomial in an estimator follows from its moments. -/
theorem sampleExpect_quadratic (p : ι → ℝ) (M : ℕ) (a b c : ℝ) (G : (Fin M → ι) → ℝ) :
    sampleExpect p M (fun x => a + b * G x + c * G x ^ 2) =
      a * sampleExpect p M (fun _ => 1) + b * sampleExpect p M G
        + c * sampleExpect p M (fun x => G x ^ 2) := by
  simp only [sampleExpect, Finset.mul_sum, ← Finset.sum_add_distrib]
  exact Finset.sum_congr rfl fun x _ => by ring

/-- Normalisation and the first two moments of a sum of `M` independent draws of an
observable `g` with mean `m` and mean square `v`. -/
theorem sampleExpect_moments (p g : ι → ℝ) (m v : ℝ) (hp : ∑ i, p i = 1)
    (hm : ∑ i, p i * g i = m) (hv : ∑ i, p i * g i ^ 2 = v) (M : ℕ) :
    sampleExpect p M (fun _ => 1) = 1 ∧
    sampleExpect p M (fun x => ∑ k, g (x k)) = M * m ∧
    sampleExpect p M (fun x => (∑ k, g (x k)) ^ 2) = M * v + M * (M - 1) * m ^ 2 := by
  -- split off the first draw
  have split : ∀ (n : ℕ) (F : (Fin (n + 1) → ι) → ℝ), sampleExpect p (n + 1) F =
      ∑ i, p i * sampleExpect p n (fun y => F (Fin.cons i y : Fin (n + 1) → ι)) := by
    intro n F
    unfold sampleExpect
    refine ((Fin.consEquiv (fun _ : Fin (n + 1) => ι)).sum_comp _).symm.trans ?_
    rw [Fintype.sum_prod_type]
    refine Finset.sum_congr rfl fun i _ => ?_
    rw [Finset.mul_sum]
    refine Finset.sum_congr rfl fun y _ => ?_
    change (∏ k, p ((Fin.cons i y : Fin (n + 1) → ι) k)) *
      F (Fin.cons i y : Fin (n + 1) → ι) = _
    rw [Fin.prod_univ_succ]
    simp only [Fin.cons_zero, Fin.cons_succ]
    ring
  induction M with
  | zero => simp [sampleExpect]
  | succ n ih =>
    obtain ⟨h0, h1, h2⟩ := ih
    refine ⟨?_, ?_, ?_⟩
    · rw [split]
      simp only [h0, mul_one, hp]
    · have key : ∀ i, sampleExpect p n
          (fun y => ∑ k, g ((Fin.cons i y : Fin (n + 1) → ι) k)) = g i + n * m := by
        intro i
        calc _ = sampleExpect p n (fun y => g i + 1 * (∑ k, g (y k))
                + 0 * (∑ k, g (y k)) ^ 2) := by
              congr 1
              funext y
              rw [Fin.sum_univ_succ]
              simp only [Fin.cons_zero, Fin.cons_succ]
              ring
          _ = _ := by
              rw [sampleExpect_quadratic p n _ _ _ (fun y => ∑ k, g (y k)), h0, h1]
              ring
      have e : ∑ i, p i * (g i + n * m) = ∑ i, p i * g i + (∑ i, p i) * (n * m) := by
        rw [Finset.sum_mul, ← Finset.sum_add_distrib]
        exact Finset.sum_congr rfl fun i _ => by ring
      rw [split]
      simp only [key]
      rw [e, hm, hp]
      push_cast
      ring
    · have key : ∀ i, sampleExpect p n
          (fun y => (∑ k, g ((Fin.cons i y : Fin (n + 1) → ι) k)) ^ 2) =
          g i ^ 2 + g i * (2 * (n * m)) + (n * v + n * (n - 1) * m ^ 2) := by
        intro i
        calc _ = sampleExpect p n (fun y => g i ^ 2 + (2 * g i) * (∑ k, g (y k))
                + 1 * (∑ k, g (y k)) ^ 2) := by
              congr 1
              funext y
              rw [Fin.sum_univ_succ]
              simp only [Fin.cons_zero, Fin.cons_succ]
              ring
          _ = _ := by
              rw [sampleExpect_quadratic p n _ _ _ (fun y => ∑ k, g (y k)), h0, h1, h2]
              ring
      have e : ∀ b c : ℝ, ∑ i, p i * (g i ^ 2 + g i * b + c) =
          ∑ i, p i * g i ^ 2 + (∑ i, p i * g i) * b + (∑ i, p i) * c := by
        intro b c
        rw [Finset.sum_mul, Finset.sum_mul, ← Finset.sum_add_distrib,
          ← Finset.sum_add_distrib]
        exact Finset.sum_congr rfl fun i _ => by ring
      rw [split]
      simp only [key]
      rw [e, hv, hm, hp]
      push_cast
      ring

/-- A positive signed partition sum forces a positive absolute partition sum. -/
theorem absPartitionSum_pos (w : ι → ℝ) (hZ : 0 < partitionSum w) :
    0 < absPartitionSum w :=
  hZ.trans_le (Finset.sum_le_sum fun i _ => le_abs_self (w i))

/-- The mean sign is the ratio of the signed to the absolute partition sum. -/
theorem meanSign_eq_ratio (w : ι → ℝ) :
    meanSign w = partitionSum w / absPartitionSum w := by
  have h : ∀ r : ℝ, |r| * Real.sign r = r := by
    intro r
    rcases lt_trichotomy r 0 with hr | hr | hr
    · rw [abs_of_neg hr, Real.sign_of_neg hr]; ring
    · simp [hr]
    · rw [abs_of_pos hr, Real.sign_of_pos hr]; ring
  unfold meanSign partitionSum absProb
  rw [Finset.sum_div]
  exact Finset.sum_congr rfl fun i _ => by rw [div_mul_eq_mul_div, h]

/-- The mean sign is the exponential of minus `β N` times the free-energy gap. -/
theorem meanSign_eq_exp (w : ι → ℝ) (β : ℝ) (N : ℕ) (hβN : 0 < β * N)
    (hZ : 0 < partitionSum w) :
    meanSign w = Real.exp (-(β * N * freeEnergyGap β N w)) := by
  have hr := div_pos hZ (absPartitionSum_pos w hZ)
  rw [meanSign_eq_ratio, freeEnergyGap, mul_div_cancel₀ _ hβN.ne', neg_neg, Real.exp_log hr]

/-- The free-energy gap vanishes exactly when no weight is negative. -/
theorem freeEnergyGap_eq_zero_iff (w : ι → ℝ) (β : ℝ) (N : ℕ) (hβN : 0 < β * N)
    (hZ : 0 < partitionSum w) : freeEnergyGap β N w = 0 ↔ ∀ i, 0 ≤ w i := by
  have hA := absPartitionSum_pos w hZ
  constructor
  · intro h
    have h1 := meanSign_eq_exp w β N hβN hZ
    rw [h, mul_zero, neg_zero, Real.exp_zero, meanSign_eq_ratio, div_eq_one_iff_eq hA.ne'] at h1
    -- the non-negative differences |w| - w sum to zero
    have h2 : ∑ i, (|w i| - w i) = 0 := by
      rw [Finset.sum_sub_distrib]
      exact sub_eq_zero.mpr h1.symm
    intro i
    have h3 := (Finset.sum_eq_zero_iff_of_nonneg
      (fun j _ => sub_nonneg.mpr (le_abs_self (w j)))).mp h2 i (Finset.mem_univ i)
    linarith [abs_nonneg (w i)]
  · intro h
    have h1 : absPartitionSum w = partitionSum w :=
      Finset.sum_congr rfl fun i _ => abs_of_nonneg (h i)
    rw [freeEnergyGap, h1, div_self hZ.ne', Real.log_one, neg_zero, zero_div]

/-- The average of `M` independent signs has the mean sign `s` as its expectation and
relative variance `(1 / s ^ 2 - 1) / M`. -/
theorem signAverage_statistics (w : ι → ℝ) (hZ : 0 < partitionSum w) (M : ℕ) (hM : 0 < M) :
    sampleExpect (absProb w) M (signAverage w) = meanSign w ∧
    relVariance (absProb w) M (signAverage w) = (1 / meanSign w ^ 2 - 1) / M := by
  have hA := absPartitionSum_pos w hZ
  have hM' : (M : ℝ) ≠ 0 := Nat.cast_ne_zero.mpr hM.ne'
  have hs : meanSign w ≠ 0 := by
    rw [meanSign_eq_ratio]
    exact (div_pos hZ hA).ne'
  have hp : ∑ i, absProb w i = 1 := by
    unfold absProb
    rw [← Finset.sum_div]
    exact div_self hA.ne'
  -- a sampled sign squares to one; zero weights are never drawn
  have hv : ∑ i, absProb w i * Real.sign (w i) ^ 2 = 1 := by
    rw [← hp]
    refine Finset.sum_congr rfl fun i _ => ?_
    rcases lt_trichotomy (w i) 0 with hr | hr | hr
    · rw [Real.sign_of_neg hr]; ring
    · simp [absProb, hr]
    · rw [Real.sign_of_pos hr]; ring
  obtain ⟨h0, h1, h2⟩ := sampleExpect_moments (absProb w) (fun i => Real.sign (w i))
    (meanSign w) 1 hp rfl hv M
  have hmean : sampleExpect (absProb w) M (signAverage w) = meanSign w := by
    calc _ = sampleExpect (absProb w) M (fun x => 0 + (1 / (M : ℝ)) *
            (∑ k, Real.sign (w (x k))) + 0 * (∑ k, Real.sign (w (x k))) ^ 2) := by
          congr 1
          funext x
          simp only [signAverage]
          ring
      _ = _ := by
          rw [sampleExpect_quadratic _ M _ _ _ (fun x => ∑ k, Real.sign (w (x k))), h0, h1, h2]
          field_simp
          ring
  have hvar : sampleExpect (absProb w) M (fun x => (signAverage w x - meanSign w) ^ 2) =
      (1 - meanSign w ^ 2) / M := by
    calc _ = sampleExpect (absProb w) M (fun x => meanSign w ^ 2 + (-(2 * meanSign w / M)) *
            (∑ k, Real.sign (w (x k))) + (1 / (M : ℝ) ^ 2) *
            (∑ k, Real.sign (w (x k))) ^ 2) := by
          congr 1
          funext x
          simp only [signAverage]
          ring
      _ = _ := by
          rw [sampleExpect_quadratic _ M _ _ _ (fun x => ∑ k, Real.sign (w (x k))), h0, h1, h2]
          field_simp
          ring
  refine ⟨hmean, ?_⟩
  rw [relVariance, hmean, hvar]
  field_simp

/-- The free-energy gap `df` is non-negative, the average of `M` independent signs has mean `exp (-β
N df)`, and its relative variance is `(exp (2 β N df) - 1) / M`. -/
theorem sign_problem (w : ι → ℝ) (β : ℝ) (N : ℕ) (hβN : 0 < β * N)
    (hZ : 0 < partitionSum w) (M : ℕ) (hM : 0 < M) :
    0 ≤ freeEnergyGap β N w ∧
    sampleExpect (absProb w) M (signAverage w) =
      Real.exp (-(β * N * freeEnergyGap β N w)) ∧
    relVariance (absProb w) M (signAverage w) =
      (Real.exp (2 * (β * N * freeEnergyGap β N w)) - 1) / M := by
  have hA := absPartitionSum_pos w hZ
  obtain ⟨h1, h2⟩ := signAverage_statistics w hZ M hM
  rw [meanSign_eq_exp w β N hβN hZ] at h1 h2
  refine ⟨?_, h1, ?_⟩
  · have hle : partitionSum w / absPartitionSum w ≤ 1 :=
      (div_le_one hA).mpr (Finset.sum_le_sum fun i _ => le_abs_self (w i))
    exact div_nonneg (neg_nonneg.mpr (Real.log_nonpos (div_pos hZ hA).le hle)) hβN.le
  · rw [h2, Real.exp_neg, inv_pow, one_div, inv_inv, ← Real.exp_nat_mul]
    norm_num

/-- The relative variance is at most `δ ^ 2` exactly when the number of samples is at least `(exp (2
β N df) - 1) / δ ^ 2`, with `df` the free-energy gap. -/
theorem samples_needed (w : ι → ℝ) (β : ℝ) (N : ℕ) (hβN : 0 < β * N)
    (hZ : 0 < partitionSum w) (M : ℕ) (hM : 0 < M) (δ : ℝ) (hδ : 0 < δ) :
    relVariance (absProb w) M (signAverage w) ≤ δ ^ 2 ↔
      (Real.exp (2 * (β * N * freeEnergyGap β N w)) - 1) / δ ^ 2 ≤ M := by
  have hM' : (0 : ℝ) < M := Nat.cast_pos.mpr hM
  rw [(sign_problem w β N hβN hZ M hM).2.2, div_le_iff₀ hM', div_le_iff₀ (pow_pos hδ 2),
    mul_comm (δ ^ 2)]

/-- The mean sign of `L` independent copies of an `N`-particle system is
`exp (-β L N df)`, with `df` the gap of a single copy. -/
theorem meanSign_copies (w : ι → ℝ) (β : ℝ) (N : ℕ) (hβN : 0 < β * N)
    (hZ : 0 < partitionSum w) (L : ℕ) :
    meanSign (copies w L) = Real.exp (-(β * (L * N) * freeEnergyGap β N w)) := by
  -- both partition sums factorise over the copies
  have h1 : partitionSum (copies w L) = partitionSum w ^ L :=
    (Fintype.sum_pow w L).symm
  have h2 : absPartitionSum (copies w L) = absPartitionSum w ^ L := by
    unfold absPartitionSum copies
    rw [Fintype.sum_pow]
    exact Finset.sum_congr rfl fun x _ => Finset.abs_prod _ _
  rw [meanSign_eq_ratio, h1, h2, ← div_pow, ← meanSign_eq_ratio,
    meanSign_eq_exp w β N hβN hZ, ← Real.exp_nat_mul]
  congr 1
  ring

end

end MonteCarloSignProblem
```

```lean
#print axioms MonteCarloSignProblem.freeEnergyGap_eq_zero_iff
#print axioms MonteCarloSignProblem.signAverage_statistics
#print axioms MonteCarloSignProblem.samples_needed
#print axioms MonteCarloSignProblem.meanSign_copies
```

```
'MonteCarloSignProblem.freeEnergyGap_eq_zero_iff' depends on axioms: [propext, Classical.choice, Quot.sound]
'MonteCarloSignProblem.signAverage_statistics' depends on axioms: [propext, Classical.choice, Quot.sound]
'MonteCarloSignProblem.samples_needed' depends on axioms: [propext, Classical.choice, Quot.sound]
'MonteCarloSignProblem.meanSign_copies' depends on axioms: [propext, Classical.choice, Quot.sound]
```

## Signed and absolute ensembles

The configurations form a finite type `ι`, and configuration i has a real weight w_i, written `w i`. The two partition sums are

Z = ∑_i w_i (`partitionSum`)

Z' = ∑_i |w_i| (`absPartitionSum`)

Sampling uses the probabilities p_i = |w_i|/Z' (`absProb`). Zero weights are allowed; they have probability zero. With σ_i for the sign of w_i, the mean sign is s = ∑_i p_i σ_i (`meanSign`).

Let β be the inverse temperature and N the particle number. Writing Z = exp(−βN f) and Z' = exp(−βN f') defines a free energy per particle for each ensemble. Their difference Δf = f − f' is `freeEnergyGap`:

Δf = −ln(Z/Z')/(βN)

The hypothesis `0 < β * N` means a positive temperature and at least one particle. The hypothesis `0 < partitionSum w` says that the signed sum is a legitimate partition function. For the trace of exp(−βH) with a Hermitian H on a finite-dimensional, nonzero space this holds automatically; for a general family of weights it is an assumption.

A sample is a function x from `Fin M` to `ι`, with draws numbered k = 0, …, M−1. Its probability is the product of the p(x_k), which encodes independence. `sampleExpect` is the expectation E over this distribution, `signAverage` is the estimator

A = (1/M) ∑_k σ(x_k)

and `relVariance` is its variance divided by its squared mean. For M ≥ 1, the theorem `sign_problem` states

Δf ≥ 0

E[A] = exp(−βN Δf)

Var(A)/E[A]² = (exp(2βN Δf) − 1)/M

## Exponential cost and its limits

In finite-temperature quantum Monte Carlo, this gives the sampling cost of the mean sign when the configuration set is finite and the samples are independent draws with probabilities p_i. By `samples_needed`, a relative standard error of at most δ > 0 is reached exactly when

M ≥ (exp(2βN Δf) − 1)/δ²

The formula grows exponentially in βN at fixed Δf > 0, but Δf may itself change with temperature and system size. The theorem `meanSign_copies` settles the size dependence for L decoupled copies of one system at fixed β, when the weight of a joint configuration is the product of the single-copy weights: their mean sign is exp(−βLN Δf), with Δf taken from a single copy. For interacting systems the file makes no statement about how Δf scales.

Correlated samples from a Markov chain are not covered, nor is the error of other observables, which are obtained as quotients with the mean sign in the denominator. Despite its name, `sign_problem` is no hardness result: it concerns one estimator for given weights, and another basis or decomposition can change the weights and with them Δf.

## From the partition sums to the mean sign

Since w_i ≤ |w_i| for every i, summation gives Z ≤ Z'. With Z > 0 this yields Z' > 0, which is `absPartitionSum_pos`, and

0 < Z/Z' ≤ 1

The logarithm of the ratio is therefore at most zero, and Δf ≥ 0.

The gap vanishes exactly when Z = Z', that is, when

∑_i (|w_i| − w_i) = 0

No term of this sum is negative, so every term must be zero, and no weight is negative. Conversely, if no weight is negative, the two sums agree. This is `freeEnergyGap_eq_zero_iff`.

For the mean sign, the identity |w_i| σ_i = w_i gives

s = ∑_i |w_i| σ_i / Z' = Z/Z' = exp(−βN Δf)

The first part is `meanSign_eq_ratio`, which checks the identity for negative, zero and positive numbers. The last equality is `meanSign_eq_exp`: it cancels βN against the denominator of Δf and uses that exp undoes ln on positive numbers.

## The variance of M independent signs

Let S = ∑_k σ(x_k), so that A = S/M. Every sign that can be drawn squares to one, hence ∑_i p_i σ_i² = 1. Expanding S² gives M diagonal terms, each with expectation 1, and M(M−1) mixed terms, each with expectation s² by independence:

E[S] = M s

E[S²] = M + M(M−1) s²

Therefore E[A] = s, and

Var(A) = E[S²]/M² − s² = (1 + (M−1)s²)/M − s² = (1 − s²)/M

Division by s² gives

Var(A)/E[A]² = (1/s² − 1)/M

and inserting s = exp(−βN Δf) turns 1/s² into exp(2βN Δf).

Lean obtains the moments by induction on the number of draws instead of expanding the double sum. The lemma `sampleExpect_moments` treats any observable g with mean m and mean square v. Its local statement `split` separates the first draw from the other n. If that draw is i and S_n is the sum of g over the remaining draws, then

E[(g_i + S_n)²] = g_i² + 2 g_i n m + n v + n(n−1) m²

Averaging over i with the probabilities p_i gives

v + 2n m² + n v + n(n−1) m² = (n+1) v + (n+1)n m²

which is the claimed second moment for n+1 draws. The first moment follows in the same way from g_i + n m. Linearity of the expectation enters through `sampleExpect_quadratic`, which handles any quadratic polynomial in an estimator.

The theorem `signAverage_statistics` applies these moments with g = σ, m = s and v = 1. It writes both A and (A − s)² as quadratic polynomials in S, and `field_simp` and `ring` carry out the algebra above. Then `sign_problem` substitutes the exponential for s and adds the bound Δf ≥ 0.

## Sample number and independent copies

The criterion in `samples_needed` is a rearrangement: multiplying

(exp(2βN Δf) − 1)/M ≤ δ²

by M > 0 and dividing by δ² > 0 isolates M. If no weight is negative, the left-hand side is zero and a single sample already gives the mean sign s = 1 exactly.

For L independent copies, the weight of a joint configuration x is the product of the w(x_k), defined as `copies`. Summing over all joint configurations factorises both partition sums into Z^L and Z'^L, because the absolute value of a product is the product of the absolute values. The mean sign is then

(Z/Z')^L = exp(−βN Δf)^L = exp(−βLN Δf)

In Lean, `Fintype.sum_pow` supplies the factorisation and `Finset.abs_prod` the rule for absolute values.
